# Without interatomic overlap, the self-Hartree energy of M distant one-electron atoms tends to MJ/2 for atomic orbitals and to J/2 for Bloch orbitals

Suppose I describe $M$ orbitals over $M$ distant atoms only by their amplitudes on the atoms, as the columns of a unitary matrix $U$. The self-Hartree part of the Perdew-Zunger correction should then be governed by $S=\sum_{a,i}|U_{ai}|^4$. I expect $1\le S\le M$, with $S=1$ for evenly spread orbitals and $S=M$ for orbitals that each sit on one atom. Spreading every orbital evenly over all atoms would then destroy the extensivity of this term, although the occupied space stays the same. Can this be made rigorous and machine-checked, including the link from $S$ to the energy?

## From pair repulsions to populations

Yes, in a model where the repulsion between two unit charges is $J$ on the same atom and $c_{ab}/R$ on different atoms $a\ne b$. Here $R$ is the overall length scale of the arrangement, and the constants $c_{ab}$ hold its shape and the Coulomb prefactor. The constant $J$ stands for the repulsion of an atomic orbital's charge cloud with itself, and is the same for all atoms. Overlap densities between different atoms are neglected.

Write $w_{ai}=|U_{ai}|^2$ for the population of orbital $i$ on atom $a$. The self-Hartree energy, summed over singly occupied orbitals, is

$$E(R)=\sum_i\frac12\Big(J\sum_a w_{ai}^2+\sum_{a\ne b}w_{ai}w_{bi}\frac{c_{ab}}{R}\Big)\;\longrightarrow\;\frac J2\sum_{i,a}w_{ai}^2=\frac J2\,S\qquad(R\to\infty).$$

The diagonal of $U^\dagger U=1$ says that $\sum_a w_{ai}=1$ for each orbital. Expanding a square therefore gives

$$\sum_a\Big(w_{ai}-\frac1M\Big)^2=\sum_a w_{ai}^2-\frac2M+\frac{M}{M^2}=\sum_a w_{ai}^2-\frac1M .$$

Summing over the $M$ orbitals yields

$$S-1=\sum_{i,a}\Big(w_{ai}-\frac1M\Big)^2\ge 0,$$

which vanishes exactly when every population is $1/M$.

For the upper bound, $\sum_a w_{ai}(1-w_{ai})=1-\sum_a w_{ai}^2$, so

$$M-S=\sum_{i,a}w_{ai}(1-w_{ai})\ge 0,$$

because non-negative populations with sum one lie between 0 and 1. If $S=M$, each term vanishes and each population is 0 or 1. Since they add up to one, each orbital occupies exactly one atom. Conversely, an orbital that vanishes on all atoms but one has population 1 there, and all its terms are zero.

Both ends are reached for every $M\ge1$. Atomic orbitals, $U=1$, give $S=M$. Bloch orbitals on a ring,

$$U_{ak}=\frac{e^{2\pi i ak/M}}{\sqrt M},$$

have all populations equal to $1/M$, hence $S=1$. They are orthonormal: the overlap of orbitals $k$ and $l$ is $\frac1M\sum_a q^a$ with $q=e^{2\pi i(l-k)/M}$. This is 1 for $k=l$, and for $k\neq l$ it is $\frac1M\frac{q^M-1}{q-1}=0$. The limiting energies are $MJ/2$ and $J/2$. For $M=1$ they coincide.

## What the Lean theorems say

The finite type `n` labels both atoms and orbitals, and `Fintype.card n` is $M$. In `U a i` the row is the atom and the column is the orbital. The hypothesis `U ∈ Matrix.unitaryGroup n ℂ` expresses orthonormality, and `[Nonempty n]` means $M\ge1$.

- `localizationSum_bounds` contains the two inequalities and the two equivalences. "Sits on one atom" reads `∀ i, ∃ a, ∀ b, b ≠ a → U b i = 0`.
- `selfHartree_tendsto` states the limit $E(R)\to (J/2)S$ for any matrix and any real `J` and `c`. Physically, $J>0$.
- `selfHartree_atomic_and_bloch` gives the two limiting energies on a ring whose atoms and wave numbers are labelled by `ZMod M`.

The limit is taken at fixed $M$, so nothing is said about letting the ring grow at fixed spacing. The neglect of overlap densities is built into `selfHartree` and not derived from orbitals in space. The exchange-correlation part of the Perdew-Zunger correction is absent.

Unitarity matters already for one atom: the $1\times1$ matrices $(0)$ and $(2)$ give $S=0$ and $S=16$, which violate the lower and the upper bound. Without any atoms the empty matrix is unitary, but $S=0<1$.

In electronic-structure terms, this one-orbital-per-atom model shows that the self-Hartree part of the correction depends on which orbitals represent a given occupied space, even though the total density does not.

```lean
import Mathlib

open Filter Topology ComplexConjugate

namespace PerdewZungerDelocalization

noncomputable section

variable {n : Type*} [Fintype n] [DecidableEq n]

/-- Population of orbital `i` on atom `a`: the squared modulus of its amplitude there. -/
def population (U : Matrix n n ℂ) (a i : n) : ℝ := ‖U a i‖ ^ 2

/-- The sum `S` of the fourth powers of the moduli of all orbital amplitudes. -/
def localizationSum (U : Matrix n n ℂ) : ℝ := ∑ i, ∑ a, ‖U a i‖ ^ 4

/-- Repulsion of two unit charges: `J` on the same atom, `c a b / R` on different atoms,
where `R` is the overall length scale of the arrangement. -/
def pairRepulsion (J : ℝ) (c : n → n → ℝ) (R : ℝ) (a b : n) : ℝ :=
  if a = b then J else c a b / R

/-- Self-Hartree energy summed over all orbitals, with overlap densities between
different atoms neglected. -/
def selfHartree (J : ℝ) (c : n → n → ℝ) (R : ℝ) (U : Matrix n n ℂ) : ℝ :=
  ∑ i, 1 / 2 * ∑ a, ∑ b, population U a i * population U b i * pairRepulsion J c R a b

/-- As the atoms move apart, the total self-Hartree energy tends to `J / 2` times `S`. -/
theorem selfHartree_tendsto (J : ℝ) (c : n → n → ℝ) (U : Matrix n n ℂ) :
    Tendsto (fun R => selfHartree J c R U) atTop (𝓝 (J / 2 * localizationSum U)) := by
  -- only the on-site repulsion survives
  have key : ∀ a b : n, Tendsto (fun R => pairRepulsion J c R a b) atTop
      (𝓝 (if a = b then J else 0)) := by
    intro a b
    by_cases h : a = b
    · simp only [pairRepulsion, if_pos h]
      exact tendsto_const_nhds
    · simp only [pairRepulsion, if_neg h]
      exact tendsto_const_nhds.div_atTop tendsto_id
  have e : J / 2 * localizationSum U = ∑ i, 1 / 2 * ∑ a, ∑ b,
      population U a i * population U b i * (if a = b then J else 0) := by
    simp only [mul_ite, mul_zero, Finset.sum_ite_eq, Finset.mem_univ, if_true,
      localizationSum, population, Finset.mul_sum]
    refine Finset.sum_congr rfl fun i _ => Finset.sum_congr rfl fun a _ => ?_
    ring
  rw [e]
  unfold selfHartree
  exact tendsto_finsetSum _ fun i _ => Tendsto.const_mul _ (tendsto_finsetSum _ fun a _ =>
    tendsto_finsetSum _ fun b _ => (key a b).const_mul _)

/-- The populations of each orbital add up to one electron. -/
theorem population_sum {U : Matrix n n ℂ} (hU : U ∈ Matrix.unitaryGroup n ℂ) (i : n) :
    ∑ a, population U a i = 1 := by
  have h := congrFun (congrFun (Matrix.mem_unitaryGroup_iff'.mp hU) i) i
  simp only [Matrix.mul_apply, Matrix.star_apply, Matrix.one_apply_eq] at h
  have h2 : ((∑ a, population U a i : ℝ) : ℂ) = 1 := by
    refine Eq.trans ?_ h
    simp only [population]
    push_cast
    exact Finset.sum_congr rfl fun a _ => (Complex.conj_mul' (U a i)).symm
  exact_mod_cast h2

/-- The excess of `S` over one is the total squared deviation of the populations
from the uniform value `1 / M`. -/
theorem localizationSum_sub_one [Nonempty n] {U : Matrix n n ℂ}
    (hU : U ∈ Matrix.unitaryGroup n ℂ) :
    localizationSum U - 1 = ∑ i, ∑ a, (population U a i - 1 / (Fintype.card n : ℝ)) ^ 2 := by
  have hM : (Fintype.card n : ℝ) ≠ 0 := Nat.cast_ne_zero.mpr Fintype.card_ne_zero
  have inner : ∀ i, ∑ a, (population U a i - 1 / (Fintype.card n : ℝ)) ^ 2
      = ∑ a, ‖U a i‖ ^ 4 - 1 / (Fintype.card n : ℝ) := by
    intro i
    have h1 : ∑ a, (population U a i - 1 / (Fintype.card n : ℝ)) ^ 2
        = ∑ a, (‖U a i‖ ^ 4 - 2 / (Fintype.card n : ℝ) * population U a i
          + (1 / (Fintype.card n : ℝ)) ^ 2) :=
      Finset.sum_congr rfl fun a _ => by unfold population; ring
    have h2 : (Fintype.card n : ℝ) * (1 / (Fintype.card n : ℝ)) ^ 2
        = 1 / (Fintype.card n : ℝ) := by field_simp
    rw [h1, Finset.sum_add_distrib, Finset.sum_sub_distrib, ← Finset.mul_sum,
      population_sum hU i, Finset.sum_const, Finset.card_univ, nsmul_eq_mul]
    linear_combination h2
  rw [Finset.sum_congr rfl fun i _ => inner i, Finset.sum_sub_distrib, Finset.sum_const,
    Finset.card_univ, nsmul_eq_mul, mul_one_div_cancel hM]
  rfl

/-- The deficit of `S` below the number of atoms is the sum of `w (1 - w)` over all
populations `w`. -/
theorem card_sub_localizationSum {U : Matrix n n ℂ} (hU : U ∈ Matrix.unitaryGroup n ℂ) :
    (Fintype.card n : ℝ) - localizationSum U
      = ∑ i, ∑ a, population U a i * (1 - population U a i) := by
  have inner : ∀ i, ∑ a, population U a i * (1 - population U a i)
      = 1 - ∑ a, ‖U a i‖ ^ 4 := by
    intro i
    have h1 : ∑ a, population U a i * (1 - population U a i)
        = ∑ a, (population U a i - ‖U a i‖ ^ 4) :=
      Finset.sum_congr rfl fun a _ => by unfold population; ring
    rw [h1, Finset.sum_sub_distrib, population_sum hU i]
  rw [Finset.sum_congr rfl fun i _ => inner i, Finset.sum_sub_distrib, Finset.sum_const,
    Finset.card_univ, nsmul_eq_mul, mul_one]
  rfl

omit [DecidableEq n] in
/-- If a double sum of non-negative terms vanishes, every term vanishes. -/
private theorem terms_eq_zero (f : n → n → ℝ) (hf : ∀ i a, 0 ≤ f i a)
    (h : ∑ i, ∑ a, f i a = 0) (i a : n) : f i a = 0 := by
  have hi : ∀ j ∈ Finset.univ, 0 ≤ ∑ b, f j b := fun j _ => Finset.sum_nonneg fun b _ => hf j b
  have h1 := (Finset.sum_eq_zero_iff_of_nonneg hi).mp h i (Finset.mem_univ i)
  have ha : ∀ b ∈ Finset.univ, 0 ≤ f i b := fun b _ => hf i b
  exact (Finset.sum_eq_zero_iff_of_nonneg ha).mp h1 a (Finset.mem_univ a)

/-- For `M` orthonormal orbitals over `M` atoms, `S` lies between `1` and `M`. It equals `1` exactly
when all populations are `1 / M`, and `M` exactly when every orbital sits on one atom. -/
theorem localizationSum_bounds [Nonempty n] {U : Matrix n n ℂ}
    (hU : U ∈ Matrix.unitaryGroup n ℂ) :
    1 ≤ localizationSum U ∧ localizationSum U ≤ Fintype.card n ∧
    (localizationSum U = 1 ↔ ∀ a i, ‖U a i‖ ^ 2 = 1 / (Fintype.card n : ℝ)) ∧
    (localizationSum U = Fintype.card n ↔ ∀ i, ∃ a, ∀ b, b ≠ a → U b i = 0) := by
  have low := localizationSum_sub_one hU
  have upp := card_sub_localizationSum hU
  have p0 : ∀ a i, 0 ≤ population U a i := fun a i => sq_nonneg _
  have p1 : ∀ a i, population U a i ≤ 1 := fun a i =>
    (Finset.single_le_sum (f := fun b => population U b i) (fun b _ => p0 b i)
      (Finset.mem_univ a)).trans_eq (population_sum hU i)
  have t0 : ∀ i a, 0 ≤ population U a i * (1 - population U a i) := fun i a =>
    mul_nonneg (p0 a i) (sub_nonneg.mpr (p1 a i))
  refine ⟨?_, ?_, ⟨?_, ?_⟩, ⟨?_, ?_⟩⟩
  · have : 0 ≤ ∑ i, ∑ a, (population U a i - 1 / (Fintype.card n : ℝ)) ^ 2 :=
      Finset.sum_nonneg fun i _ => Finset.sum_nonneg fun a _ => sq_nonneg _
    linarith
  · have : 0 ≤ ∑ i, ∑ a, population U a i * (1 - population U a i) :=
      Finset.sum_nonneg fun i _ => Finset.sum_nonneg fun a _ => t0 i a
    linarith
  · intro h a i
    have hz := terms_eq_zero (fun i a => (population U a i - 1 / (Fintype.card n : ℝ)) ^ 2)
      (fun i a => sq_nonneg _) (by linarith) i a
    exact sub_eq_zero.mp (pow_eq_zero_iff two_ne_zero |>.mp hz)
  · intro h
    have hz : ∑ i, ∑ a, (population U a i - 1 / (Fintype.card n : ℝ)) ^ 2 = 0 :=
      Finset.sum_eq_zero fun i _ => Finset.sum_eq_zero fun a _ => by
        rw [population, h a i, sub_self, zero_pow two_ne_zero]
    linarith
  · intro h i
    have hz := terms_eq_zero (fun i a => population U a i * (1 - population U a i)) t0
      (by linarith) i
    -- a normalized orbital is occupied somewhere, and there its population is one
    obtain ⟨a, ha⟩ : ∃ a, population U a i ≠ 0 := by
      by_contra hc
      push Not at hc
      have hs := population_sum hU i
      rw [Finset.sum_eq_zero fun a _ => hc a] at hs
      exact zero_ne_one hs
    have ha1 : 1 - population U a i = 0 := (mul_eq_zero.mp (hz a)).resolve_left ha
    refine ⟨a, fun b hb => ?_⟩
    have hs := Finset.add_sum_erase Finset.univ (fun b => population U b i) (Finset.mem_univ a)
    have hle := Finset.single_le_sum (f := fun b => population U b i) (fun b _ => p0 b i)
      (Finset.mem_erase.mpr ⟨hb, Finset.mem_univ b⟩)
    have hsum := population_sum hU i
    have hb0 : population U b i = 0 := le_antisymm (by linarith) (p0 b i)
    exact norm_eq_zero.mp (pow_eq_zero_iff two_ne_zero |>.mp hb0)
  · intro h
    have hz : ∑ i, ∑ a, population U a i * (1 - population U a i) = 0 := by
      refine Finset.sum_eq_zero fun i _ => Finset.sum_eq_zero fun b _ => ?_
      obtain ⟨a, ha⟩ := h i
      have h0 : ∀ b, b ≠ a → population U b i = 0 := fun b hb => by simp [population, ha b hb]
      by_cases hb : b = a
      · have hs := population_sum hU i
        rw [Finset.sum_eq_single a (fun b _ hb => h0 b hb)
          (fun hn => absurd (Finset.mem_univ a) hn)] at hs
        rw [hb, hs, sub_self, mul_zero]
      · rw [h0 b hb, zero_mul]
    linarith

/-- Bloch orbitals on a ring of `M` atoms: plane waves with amplitude `1 / √M`. -/
def bloch (M : ℕ) [NeZero M] : Matrix (ZMod M) (ZMod M) ℂ :=
  Matrix.of fun a k => ZMod.stdAddChar (a * k) / ((Real.sqrt M : ℝ) : ℂ)

/-- The Bloch orbitals are orthonormal. -/
theorem bloch_unitary (M : ℕ) [NeZero M] : bloch M ∈ Matrix.unitaryGroup (ZMod M) ℂ := by
  have hM : (M : ℂ) ≠ 0 := Nat.cast_ne_zero.mpr (NeZero.ne M)
  have hs : ((Real.sqrt M : ℝ) : ℂ) * ((Real.sqrt M : ℝ) : ℂ) = (M : ℂ) := by
    rw [← Complex.ofReal_mul, Real.mul_self_sqrt (Nat.cast_nonneg M), Complex.ofReal_natCast]
  rw [Matrix.mem_unitaryGroup_iff']
  ext k l
  -- each term of the overlap is a plane wave with the difference of the wave numbers
  have term : ∀ a : ZMod M, star (bloch M a k) * bloch M a l
      = ZMod.stdAddChar (a * (l - k)) / (M : ℂ) := by
    intro a
    have e : (ZMod.stdAddChar (a * (l - k)) : ℂ)
        = conj (ZMod.stdAddChar (a * k) : ℂ) * ZMod.stdAddChar (a * l) := by
      rw [← AddChar.map_neg_eq_conj, ← AddChar.map_add_eq_mul]
      congr 1
      ring
    change conj ((ZMod.stdAddChar (a * k) : ℂ) / ((Real.sqrt M : ℝ) : ℂ))
      * ((ZMod.stdAddChar (a * l) : ℂ) / ((Real.sqrt M : ℝ) : ℂ)) = _
    rw [map_div₀, Complex.conj_ofReal, e, ← hs, div_mul_div_comm]
  simp only [Matrix.mul_apply, Matrix.star_apply]
  rw [Finset.sum_congr rfl fun a _ => term a, ← Finset.sum_div,
    AddChar.sum_mulShift (l - k) (ZMod.isPrimitive_stdAddChar M)]
  by_cases h : k = l
  · subst h
    simp [ZMod.card, hM]
  · simp [Matrix.one_apply_ne h, sub_ne_zero.mpr (Ne.symm h)]

/-- For `M` distant atoms on a ring, the total self-Hartree energy tends to `M J / 2` with
atomic orbitals and to `J / 2` with Bloch orbitals. -/
theorem selfHartree_atomic_and_bloch (M : ℕ) [NeZero M] (J : ℝ) (c : ZMod M → ZMod M → ℝ) :
    Tendsto (fun R => selfHartree J c R 1) atTop (𝓝 (M * J / 2)) ∧
    Tendsto (fun R => selfHartree J c R (bloch M)) atTop (𝓝 (J / 2)) := by
  constructor
  · have h : localizationSum (1 : Matrix (ZMod M) (ZMod M) ℂ) = Fintype.card (ZMod M) :=
      (localizationSum_bounds (one_mem _)).2.2.2.mpr
        fun i => ⟨i, fun b hb => Matrix.one_apply_ne hb⟩
    have ht := selfHartree_tendsto J c 1
    rw [h, ZMod.card] at ht
    convert ht using 2
    ring
  · have h : localizationSum (bloch M) = 1 := by
      refine (localizationSum_bounds (bloch_unitary M)).2.2.1.mpr fun a k => ?_
      change ‖(ZMod.stdAddChar (a * k) : ℂ) / ((Real.sqrt M : ℝ) : ℂ)‖ ^ 2 = _
      rw [norm_div, AddChar.norm_apply, Complex.norm_real, Real.norm_eq_abs, div_pow, sq_abs,
        Real.sq_sqrt (Nat.cast_nonneg M), one_pow, ZMod.card]
    have ht := selfHartree_tendsto J c (bloch M)
    rwa [h, mul_one] at ht

end

end PerdewZungerDelocalization
```

```lean
#print axioms PerdewZungerDelocalization.selfHartree_atomic_and_bloch
```

```
'PerdewZungerDelocalization.selfHartree_atomic_and_bloch' depends on axioms: [propext, Classical.choice, Quot.sound]
```

## How the proof follows the algebra

**The limit.** In `selfHartree_tendsto`, the step `key` treats one pair of atoms: the repulsion is constant if they coincide and tends to zero otherwise. The equation `e` collapses the double sum over atoms to its diagonal, which is $(J/2)S$. The limit then passes through the finite sums.

**The two identities.** `population_sum` reads off a diagonal entry of $U^\dagger U=1$. `localizationSum_sub_one` and `card_sub_localizationSum` are the formulas for $S-1$ and $M-S$. In each, `inner` does the calculation for one orbital, and the sum over orbitals follows.

**Bounds and equality cases.** In `localizationSum_bounds`, `p0` and `p1` place each population between 0 and 1, and `t0` makes each $w(1-w)$ non-negative. The inequalities follow from the identities by `linarith`. For the equality cases, `terms_eq_zero` turns a vanishing double sum of non-negative terms into the vanishing of each term.

When $S=M$, the proof first finds an atom with non-zero population, since otherwise the populations would add up to zero. The population there must be 1, which leaves nothing for the other atoms, and a zero population means a zero amplitude. The converse uses normalization to show that the only occupied atom has population 1.

**Bloch orbitals.** In `bloch_unitary`, `term` combines two plane waves into one with the difference of their wave numbers. The lemma `AddChar.sum_mulShift` takes the place of the geometric sum. The final theorem evaluates $S$ for both sets of orbitals through the equality cases of `localizationSum_bounds` and inserts the values into `selfHartree_tendsto`.
